# At fixed force constant and temperature, a heavier isotope has a larger harmonic heat capacity

When a phonon or molecular vibration calculation is repeated for another isotope, the computed force constants are usually kept and only the masses are changed. The frequencies are then recalculated and inserted into the harmonic heat capacity. For a single oscillator, or for a finite, non-empty set of modes in a system whose atoms all have the same mass, the direction of the change is fixed if every force constant is positive: at equal temperature T > 0, the heavier isotope has the larger heat capacity, summed over the modes and not taken per gram. If a calculation that meets these conditions, with the same force constants and modes for both isotopes, shows a decrease in this sum, it contains a mistake or a numerical error.

Keeping the force constants rests on the Born–Oppenheimer approximation, in which the electronic energy surface does not depend on the nuclear masses. The geometry is also taken to be the same for both isotopes and not to change with temperature, so the heat capacity is that at constant volume.

```lean
import Mathlib

open Set

namespace IsotopeHeatCapacity

noncomputable section
```

## The oscillator and its isotope exponent

Let x be the ratio of the vibrational quantum to the thermal energy, ħω/(k_B T). In units of k_B, one harmonic oscillator has the heat capacity

c(x) = x² eˣ / (eˣ − 1)².

This formula is taken as the definition; it is not derived from a partition function.

```lean
/-- The Einstein heat capacity of one oscillator, in units of the Boltzmann constant, as a
function of the ratio `x` of the vibrational quantum to the thermal energy. -/
def einsteinHeat (x : ℝ) : ℝ := x ^ 2 * Real.exp x / (Real.exp x - 1) ^ 2
```

An oscillator with force constant k and mass m has ω = √(k/m). With ħ = k_B = 1,

x(m) = √(k/m) / T.

```lean
/-- The ratio of vibrational quantum to thermal energy for force constant `k`, temperature `T`
and mass `m`, in units where the reduced Planck and Boltzmann constants are one. -/
def reducedFrequency (k T m : ℝ) : ℝ := √(k / m) / T
```

The quantity of interest is the composition C(m) = c(x(m)). It is the heat capacity of one vibrational degree of freedom, not the heat capacity per gram.

```lean
/-- The heat capacity, in units of the Boltzmann constant, of one harmonic vibrational degree of
freedom with mass `m` and force constant `k`, at temperature `T`. -/
def heatCapacity (k T m : ℝ) : ℝ := einsteinHeat (reducedFrequency k T m)
```

The mass dependence will be expressed through

E(x) = x(eˣ + 1) / (2(eˣ − 1)) − 1.

The name `isotopeExponent` is justified below, where E turns out to be d ln C / d ln m.

```lean
/-- The isotope exponent `x (exp x + 1) / (2 (exp x - 1)) - 1` at reduced frequency `x`. -/
def isotopeExponent (x : ℝ) : ℝ :=
  x * (Real.exp x + 1) / (2 * (Real.exp x - 1)) - 1
```

If all atoms in a crystal have mass m, the eigenvalues κᵢ of the force-constant matrix do not depend on m, and the mode frequencies are ωᵢ = √(κᵢ/m). The total heat capacity is

C_tot(m) = Σᵢ c(√(κᵢ/m)/T).

In Lean the modes are indexed by a finite type `ι`, and the numbers `κ i` are given directly, without constructing a matrix.

```lean
/-- The heat capacity of a crystal of atoms of equal mass `m`, summed over normal modes `i` with
effective force constants `κ i`. -/
def crystalHeatCapacity {ι : Type*} [Fintype ι] (κ : ι → ℝ) (T m : ℝ) : ℝ :=
  ∑ i, heatCapacity (κ i) T m
```

## Why the exponent is positive

The sign of the isotope effect comes from the inequality 2(eˣ − 1) < x(eˣ + 1) for x > 0. Set

g(y) = y(eʸ + 1) − 2(eʸ − 1).

Then g(0) = 0 and

g′(y) = 1 + (y − 1)eʸ.

For y > 0, the strict inequality e⁻ʸ > 1 − y, multiplied by eʸ, gives 1 > (1 − y)eʸ, so g′(y) > 0. Hence g increases from zero and g(x) > 0.

The proof follows the same route: `hd` is the derivative, `hm` is the strict growth on [0, ∞), and comparing the values at 0 and x finishes it. The multiplication by eʸ is done by `mul_lt_mul_of_pos_right`, and `nlinarith` deduces g′(y) > 0 from the result.

```lean
/-- For every positive reduced frequency, `2 (exp x - 1)` is smaller than `x (exp x + 1)`. -/
theorem two_mul_exp_sub_one_lt {x : ℝ} (hx : 0 < x) :
    2 * (Real.exp x - 1) < x * (Real.exp x + 1) := by
  have hd : ∀ y : ℝ, HasDerivAt
      (fun y : ℝ => y * (Real.exp y + 1) - 2 * (Real.exp y - 1))
      (1 + (y - 1) * Real.exp y) y := by
    intro y
    have h1 := (hasDerivAt_id' y).fun_mul ((Real.hasDerivAt_exp y).add_const 1)
    have h2 := ((Real.hasDerivAt_exp y).sub_const 1).const_mul (2 : ℝ)
    exact (h1.fun_sub h2).congr_deriv (by ring)
  -- The difference of the two sides grows from its value zero at the origin.
  have hm : StrictMonoOn
      (fun y : ℝ => y * (Real.exp y + 1) - 2 * (Real.exp y - 1)) (Ici 0) := by
    apply strictMonoOn_of_deriv_pos (convex_Ici 0)
    · exact fun y _ => (hd y).continuousAt.continuousWithinAt
    · intro y hy
      rw [interior_Ici] at hy
      have hy' : 0 < y := hy
      rw [(hd y).deriv]
      have h := Real.add_one_lt_exp (neg_ne_zero.2 hy'.ne')
      have he : Real.exp (-y) * Real.exp y = 1 := by
        rw [← Real.exp_add]
        simp
      nlinarith [mul_lt_mul_of_pos_right h (Real.exp_pos y)]
  have h0 := hm (show (0 : ℝ) ∈ Ici 0 from le_refl (0 : ℝ))
    (show x ∈ Ici (0 : ℝ) from hx.le) hx
  simp only [Real.exp_zero] at h0
  linarith
```

Since eˣ − 1 > 0, division by 2(eˣ − 1) gives

x(eˣ + 1) / (2(eˣ − 1)) > 1,

which is E(x) > 0.

```lean
/-- The isotope exponent is positive at every positive reduced frequency. -/
theorem isotopeExponent_pos {x : ℝ} (hx : 0 < x) : 0 < isotopeExponent x := by
  have he : 0 < 2 * (Real.exp x - 1) := by linarith [Real.add_one_le_exp x]
  have h := (one_lt_div he).2 (two_mul_exp_sub_one_lt hx)
  unfold isotopeExponent
  linarith
```

## The heat capacity falls as the frequency rises

For x > 0, take the logarithm of c:

ln c = 2 ln x + x − 2 ln(eˣ − 1).

Differentiation gives

c′/c = 2/x + 1 − 2eˣ/(eˣ − 1)
= 2/x − (eˣ + 1)/(eˣ − 1)
= −(2/x) E(x).

Therefore c′(x) = −(2/x) c(x) E(x). The statement `HasDerivAt f d x` says that f is differentiable at x with derivative d. Lean reaches the formula by the product and quotient rules instead of the logarithm; it then replaces eˣ by a single symbol and verifies the remaining algebraic identity.

```lean
/-- For `x > 0`, the slope of the Einstein heat capacity in the reduced frequency `x` is `-2 / x`
times the heat capacity times the isotope exponent. -/
theorem hasDerivAt_einsteinHeat {x : ℝ} (hx : 0 < x) :
    HasDerivAt einsteinHeat (-(2 / x) * einsteinHeat x * isotopeExponent x) x := by
  have hne : Real.exp x - 1 ≠ 0 := by
    have := Real.add_one_le_exp x
    exact ne_of_gt (by linarith)
  have hx0 : x ≠ 0 := hx.ne'
  have h1 : HasDerivAt (fun y : ℝ => y ^ 2) (2 * x) x :=
    (hasDerivAt_pow 2 x).congr_deriv (by norm_num)
  have h2 : HasDerivAt (fun y : ℝ => (Real.exp y - 1) ^ 2)
      (2 * (Real.exp x - 1) * Real.exp x) x :=
    (((Real.hasDerivAt_exp x).sub_const 1).fun_pow 2).congr_deriv (by norm_num)
  have h := (h1.fun_mul (Real.hasDerivAt_exp x)).fun_div h2 (pow_ne_zero 2 hne)
  refine h.congr_deriv ?_
  unfold einsteinHeat isotopeExponent
  generalize Real.exp x = e at hne ⊢
  field_simp
  ring
```

For x > 0 the factors 2/x, c(x) and E(x) are all positive, so c′(x) < 0 and c is strictly decreasing. `StrictAntiOn` expresses this on `Ioi 0`, the open interval (0, ∞).

```lean
/-- The Einstein heat capacity is strictly decreasing over positive reduced frequencies. -/
theorem einsteinHeat_strictAntiOn : StrictAntiOn einsteinHeat (Ioi 0) := by
  apply strictAntiOn_of_deriv_neg (convex_Ioi 0)
  · exact fun x hx => (hasDerivAt_einsteinHeat hx).continuousAt.continuousWithinAt
  · intro x hx
    rw [interior_Ioi] at hx
    have hx' : 0 < x := hx
    rw [(hasDerivAt_einsteinHeat hx').deriv]
    have he : 0 < Real.exp x - 1 := by linarith [Real.add_one_le_exp x]
    have hc : 0 < einsteinHeat x := by
      unfold einsteinHeat
      exact div_pos (mul_pos (pow_pos hx' 2) (Real.exp_pos x)) (pow_pos he 2)
    have hp := mul_pos (mul_pos (div_pos two_pos hx') hc) (isotopeExponent_pos hx')
    linarith
```

## The heavier isotope

Let 0 < m₁ < m₂, with k > 0 and T > 0. Then k/m₂ < k/m₁. Taking square roots and dividing by T gives

0 < x(m₂) < x(m₁).

Because c is strictly decreasing, C(m₁) < C(m₂). This is what `StrictMonoOn (heatCapacity k T) (Ioi 0)` says: for any two positive masses, the larger one has the strictly larger heat capacity. In the proof, `hfreq` and `hpos` are the two inequalities for x. The condition k > 0 means that the atom is bound in a genuine potential minimum.

```lean
/-- At equal positive temperature and equal positive force constant, the heavier isotope has the
strictly larger harmonic heat capacity. -/
theorem heatCapacity_strictMonoOn_mass {k T : ℝ} (hk : 0 < k) (hT : 0 < T) :
    StrictMonoOn (heatCapacity k T) (Ioi 0) := by
  intro m₁ h₁ m₂ h₂ h
  have h₁' : 0 < m₁ := h₁
  have h₂' : 0 < m₂ := h₂
  -- The heavier atom vibrates more slowly.
  have hfreq : reducedFrequency k T m₂ < reducedFrequency k T m₁ :=
    div_lt_div_of_pos_right
      (Real.sqrt_lt_sqrt (div_pos hk h₂').le (div_lt_div_of_pos_left hk h₁' h)) hT
  have hpos : 0 < reducedFrequency k T m₂ :=
    div_pos (Real.sqrt_pos.2 (div_pos hk h₂')) hT
  exact einsteinHeat_strictAntiOn hpos (hpos.trans hfreq) hfreq
```

The slope follows from the chain rule. Since x is proportional to m^(−1/2),

dx/dm = −x/(2m),

and so

dC/dm = [−(2/x) C E(x)] · [−x/(2m)] = (C/m) E(x).

Thus E(x) = d ln C / d ln m, the local power with which the heat capacity grows with mass. For a small mass change Δm, the relative change in C is approximately E(x) Δm/m. In the proof, `hr` is the derivative of x, and the last lines combine it with the derivative of c.

```lean
/-- The rate of change of the heat capacity with isotopic mass is the heat capacity per unit
mass times the isotope exponent. -/
theorem hasDerivAt_heatCapacity_mass {k T m : ℝ} (hk : 0 < k) (hT : 0 < T) (hm : 0 < m) :
    HasDerivAt (heatCapacity k T)
      (heatCapacity k T m / m * isotopeExponent (reducedFrequency k T m)) m := by
  have hs : 0 < √(k / m) := Real.sqrt_pos.2 (div_pos hk hm)
  have hx : 0 < reducedFrequency k T m := div_pos hs hT
  have h1 : HasDerivAt (fun μ : ℝ => k / μ) (-k / m ^ 2) m :=
    ((hasDerivAt_const m k).fun_div (hasDerivAt_id' m) hm.ne').congr_deriv (by ring)
  -- The derivative of the reduced frequency `x` with respect to the mass is `-x / (2 * m)`.
  have hr : HasDerivAt (reducedFrequency k T) (-(reducedFrequency k T m) / (2 * m)) m := by
    refine ((h1.sqrt (div_pos hk hm).ne').div_const T).congr_deriv ?_
    have hsq : √(k / m) ^ 2 * m = k := by
      rw [Real.sq_sqrt (div_pos hk hm).le]
      exact div_mul_cancel₀ k hm.ne'
    unfold reducedFrequency
    generalize √(k / m) = s at hs hsq ⊢
    rw [← hsq]
    field_simp
  refine ((hasDerivAt_einsteinHeat hx).comp m hr).congr_deriv ?_
  unfold heatCapacity
  have hx0 := hx.ne'
  generalize reducedFrequency k T m = x at hx0 ⊢
  field_simp
```

## A crystal of equal-mass atoms

If every κᵢ is positive, each term of C_tot increases strictly with m. A sum over at least one mode therefore does the same:

C_tot(m₁) < C_tot(m₂) for 0 < m₁ < m₂.

The hypothesis `Nonempty ι` supplies the one mode, and `hκ` requires all force constants to be positive. This leaves out rigid translations, for which κ = 0, and unstable modes, for which κ < 0. Anharmonicity and any change of the force constants through an isotopic change of volume are also absent.

```lean
/-- For a crystal with at least one mode and positive effective force constants, the total
harmonic heat capacity at fixed temperature strictly increases with the common atomic mass. -/
theorem crystalHeatCapacity_strictMonoOn_mass {ι : Type*} [Fintype ι] [Nonempty ι]
    {κ : ι → ℝ} {T : ℝ} (hκ : ∀ i, 0 < κ i) (hT : 0 < T) :
    StrictMonoOn (crystalHeatCapacity κ T) (Ioi 0) := by
  intro m₁ h₁ m₂ h₂ h
  exact Finset.sum_lt_sum_of_nonempty Finset.univ_nonempty
    (fun i _ => heatCapacity_strictMonoOn_mass (hκ i) hT h₁ h₂ h)

end

end IsotopeHeatCapacity
```

```lean
#print axioms IsotopeHeatCapacity.heatCapacity_strictMonoOn_mass
-- 'IsotopeHeatCapacity.heatCapacity_strictMonoOn_mass' depends on axioms: [propext, Classical.choice, Quot.sound]
#print axioms IsotopeHeatCapacity.hasDerivAt_heatCapacity_mass
-- 'IsotopeHeatCapacity.hasDerivAt_heatCapacity_mass' depends on axioms: [propext, Classical.choice, Quot.sound]
#print axioms IsotopeHeatCapacity.crystalHeatCapacity_strictMonoOn_mass
-- 'IsotopeHeatCapacity.crystalHeatCapacity_strictMonoOn_mass' depends on axioms: [propext, Classical.choice, Quot.sound]
```

The crystal could also have been modelled by a force-constant matrix Φ and a diagonal mass matrix M, with ωᵢ² the eigenvalues of M^(−1/2) Φ M^(−1/2). That would accommodate compounds and the substitution of a single atom. The modes would then no longer have mass-independent constants κᵢ, and the comparison of individual terms would need a preliminary result on how the eigenvalues move when one mass is increased.
